# In a site basis with a two-index interaction, one occupied orbital can give a full-rank exchange matrix

Take two sites, an interaction $U$ on each site and $V$ between them, and one electron in the orbital $c=(1,1)/\sqrt2$. The density matrix $D$ and the exchange matrix $K$, formed by multiplying interaction and density entry by entry, are

$$
D=\frac12\begin{pmatrix}1&1\\1&1\end{pmatrix},\qquad
K=\frac12\begin{pmatrix}U&V\\V&U\end{pmatrix}.
$$

The determinant of $D$ is zero and its rank is one. The determinant of $K$ is $(U^2-V^2)/4$, so $K$ has rank two whenever $U\neq\pm V$. The entrywise product has rescaled the interaction matrix without destroying its rank. If the electron sits on the first site alone, $c=(1,0)$, only the entry $K_{11}=U$ survives and $K$ is singular.

The problems below treat any finite set of $N$ sites, labelled $x,y,z$. The sites carry an orthonormal basis, and the interaction is a kernel $v_{xy}$ between the densities on sites $x$ and $y$. This is the form left when two-electron integrals containing a product of two different basis functions at the same electron coordinate are neglected. The exchange matrix is then

$$K_{xy}=v_{xy}D_{xy}.$$

Its minus sign in the Fock matrix, and any spin factor, are left out. With general four-index integrals this formula does not apply.

In Lean the sites form a finite type `n`, and matrices have complex entries.

```lean
import Mathlib

open Matrix

namespace SingleOrbitalExchange

noncomputable section

variable {n : Type*} [Fintype n] [DecidableEq n]
```

The kernel `v` is an arbitrary complex matrix. Real symmetric kernels are included, but neither reality nor symmetry is used.

```lean
/-- The exchange matrix in an orthonormal site basis: the interaction kernel times the
density matrix, entry by entry. -/
def exchange (v D : Matrix n n ℂ) : Matrix n n ℂ :=
  Matrix.of fun x y => v x y * D x y
```

An orbital is a function `c` from sites to complex amplitudes, and its density matrix is $D_{xy}=c_x\bar c_y$, with the bar denoting complex conjugation. `star c` is the conjugated vector. Normalisation is not required; for a normalised orbital, $|c_x|^2$ is the population of site $x$. The orbital is given, and no self-consistency condition is imposed on it.

```lean
/-- The density matrix of one occupied orbital with site amplitudes `c`. -/
def orbitalDensity (c : n → ℂ) : Matrix n n ℂ :=
  Matrix.vecMulVec c (star c)
```

## (a) Factorising the exchange matrix

**Task.** Write $K$ as a product of three matrices, with $v$ in the middle.

**Solution.** Let $\mathrm{diag}(c)$ be the diagonal matrix with entries $c_x$. Multiplication by it from the left scales row $x$ by $c_x$, and multiplication by $\mathrm{diag}(\bar c)$ from the right scales column $y$ by $\bar c_y$. Hence

$$\bigl(\mathrm{diag}(c)\,v\,\mathrm{diag}(\bar c)\bigr)_{xy}=c_x v_{xy}\bar c_y=v_{xy}D_{xy}=K_{xy}.$$

The Lean proof compares entries in the same way: `ext x y` fixes the row and column, the two diagonal-multiplication lemmas give the scalings, and `ring` reorders the three factors.

```lean
/-- The exchange matrix of one orbital is the kernel multiplied on the left by the diagonal
matrix of the amplitudes and on the right by that of their conjugates. -/
theorem exchange_eq_diagonal_mul (v : Matrix n n ℂ) (c : n → ℂ) :
    exchange v (orbitalDensity c) = diagonal c * v * diagonal (star c) := by
  ext x y
  rw [Matrix.mul_diagonal, Matrix.diagonal_mul]
  simp only [exchange, orbitalDensity, Matrix.of_apply, Matrix.vecMulVec_apply]
  ring
```

## (b) The determinant in terms of the amplitudes

**Task.** Express $\det K$ through $\det v$ and the amplitudes.

**Solution.** The determinant of a product is the product of the determinants, and that of a diagonal matrix is the product of its entries. From (a),

$$\det K=\Bigl(\prod_x c_x\Bigr)\det v\Bigl(\prod_x\bar c_x\Bigr)=\det v\prod_x|c_x|^2 .$$

For real amplitudes the last product is $\prod_x c_x^2$.

In the code, `h` carries out the pairing $c_x\bar c_x=|c_x|^2$ under the product sign. The remaining rewriting applies the factorisation and the determinant rules. The notation `(‖c x‖ : ℂ)` is the real modulus regarded as a complex number, since the determinant is complex.

```lean
/-- The determinant of the exchange matrix of one orbital is the determinant of the kernel times the
product over all sites of the squared moduli of the amplitudes. -/
theorem det_exchange (v : Matrix n n ℂ) (c : n → ℂ) :
    (exchange v (orbitalDensity c)).det = v.det * ∏ x, (‖c x‖ : ℂ) ^ 2 := by
  -- each amplitude pairs with its conjugate to give a squared modulus
  have h : ∏ x, (‖c x‖ : ℂ) ^ 2 = (∏ x, c x) * ∏ x, (star c) x := by
    rw [← Finset.prod_mul_distrib]
    refine Finset.prod_congr rfl fun x _ => ?_
    rw [Pi.star_apply, ← starRingEnd_apply, Complex.mul_conj,
      Complex.normSq_eq_norm_sq, Complex.ofReal_pow]
  rw [exchange_eq_diagonal_mul, Matrix.det_mul, Matrix.det_mul, Matrix.det_diagonal,
    Matrix.det_diagonal, h]
  ring
```

## (c) When the exchange matrix is invertible

**Task.** Find the exact condition on $v$ and $c$ for $K$ to be invertible.

**Solution.** A square complex matrix is invertible exactly when its determinant is nonzero. By (b), $\det K\neq0$ holds exactly when $\det v\neq0$ and every factor $|c_x|^2$ is nonzero. So $K$ is invertible if and only if $v$ is invertible and $c$ has no zero amplitude.

`IsUnit` is Lean's word for invertible. The proof turns both invertibility statements into statements about determinants, inserts `det_exchange`, and splits the nonvanishing product into its factors. The final `simp` replaces $|c_x|^2\neq0$ by $c_x\neq0$.

```lean
/-- The exchange matrix of one orbital is invertible exactly when the kernel is invertible
and the orbital vanishes on no site. -/
theorem isUnit_exchange_iff (v : Matrix n n ℂ) (c : n → ℂ) :
    IsUnit (exchange v (orbitalDensity c)) ↔ IsUnit v ∧ ∀ x, c x ≠ 0 := by
  rw [Matrix.isUnit_iff_isUnit_det (exchange v (orbitalDensity c)),
    Matrix.isUnit_iff_isUnit_det v, det_exchange, isUnit_iff_ne_zero, isUnit_iff_ne_zero,
    mul_ne_zero_iff, Finset.prod_ne_zero_iff]
  simp
```

## (d) The rank inherited from the interaction

**Task.** Suppose $c_x\neq0$ on every site, but let $v$ be possibly singular. Find the rank of $K$.

**Solution.** Both diagonal matrices in (a) now have nonzero determinant and are invertible. Multiplying by an invertible matrix from the right leaves the column space unchanged; multiplying from the left maps it one-to-one onto another space of the same dimension. Therefore

$$\operatorname{rank}K=\operatorname{rank}v.$$

The hypothesis `hc` says that the orbital has no node on a site. From it, `h1` and `h2` establish that the two diagonal determinants are invertible. The last rewrite removes the right factor and then the left one.

```lean
/-- For an orbital that vanishes on no site, the exchange matrix has the same rank as the
kernel. -/
theorem rank_exchange (v : Matrix n n ℂ) (c : n → ℂ) (hc : ∀ x, c x ≠ 0) :
    (exchange v (orbitalDensity c)).rank = v.rank := by
  have h1 : IsUnit (diagonal c).det := by
    rw [Matrix.det_diagonal, isUnit_iff_ne_zero]
    exact Finset.prod_ne_zero_iff.mpr fun x _ => hc x
  have h2 : IsUnit (diagonal (star c)).det := by
    rw [Matrix.det_diagonal, isUnit_iff_ne_zero]
    exact Finset.prod_ne_zero_iff.mpr fun x _ => star_ne_zero.mpr (hc x)
  -- invertible factors on either side leave the rank unchanged
  rw [exchange_eq_diagonal_mul, Matrix.rank_mul_eq_left_of_isUnit_det _ _ h2,
    Matrix.rank_mul_eq_right_of_isUnit_det _ _ h1]
```

## (e) Low-rank density, full-rank exchange

**Task.** Let $v$ be invertible and $c$ nonzero on every site. Compare the ranks of $D$ and $K$.

**Solution.** Column $y$ of $D$ is $\bar c_y$ times the vector $c$. All columns lie on one line, so $\operatorname{rank}D\le1$. An invertible $v$ has rank $N$, and (d) gives $\operatorname{rank}K=N$. From two sites onwards, the rank of the exchange matrix exceeds that of the density matrix.

For electronic-structure calculations this means that, in a finite site model with a two-index interaction and one occupied orbital, a low-rank density matrix does not by itself justify a low-rank representation of the exchange matrix.

The theorem states both ranks together, with `Fintype.card n` for $N$. The first half is Mathlib's bound for an outer product; the second combines `rank_exchange` with the rank of an invertible matrix.

```lean
/-- With an invertible kernel and an orbital that vanishes on no site, the density matrix has
rank at most one while the exchange matrix has full rank. -/
theorem density_rank_le_one_and_exchange_full_rank (v : Matrix n n ℂ) (c : n → ℂ)
    (hv : IsUnit v) (hc : ∀ x, c x ≠ 0) :
    (orbitalDensity c).rank ≤ 1 ∧
      (exchange v (orbitalDensity c)).rank = Fintype.card n :=
  ⟨Matrix.rank_vecMulVec_le _ _, by rw [rank_exchange v c hc, Matrix.rank_of_isUnit v hv]⟩
```

## (f) The inverse, entry by entry

**Task.** Under the same assumptions, find $K^{-1}$.

**Solution.** Inverting the three factors in (a) and reversing their order suggests

$$(K^{-1})_{xy}=\frac{(v^{-1})_{xy}}{\bar c_x c_y}.$$

To check it, multiply by $K$ and sum over the intermediate site $z$:

$$
\sum_z v_{xz}c_x\bar c_z\,\frac{(v^{-1})_{zy}}{\bar c_z c_y}
=\frac{c_x}{c_y}\sum_z v_{xz}(v^{-1})_{zy}
=\frac{c_x}{c_y}\,\delta_{xy}=\delta_{xy}.
$$

Here $\delta_{xy}$ is one for $x=y$ and zero otherwise. For square matrices, a right inverse is also a left inverse.

The `calc` block follows this line. `field_simp` cancels $\bar c_z$, the hypothesis `h` supplies the entries of $vv^{-1}=1$, and the two cases $x=y$ and $x\neq y$ finish the computation.

```lean
/-- For an invertible kernel and an orbital that vanishes on no site, the exchange matrix times the
matrix with entries `v⁻¹ x y / (star (c x) * c y)` is the identity. -/
theorem exchange_mul_inverse (v : Matrix n n ℂ) (c : n → ℂ)
    (hv : IsUnit v) (hc : ∀ x, c x ≠ 0) :
    exchange v (orbitalDensity c) *
      Matrix.of (fun x y => v⁻¹ x y / (star (c x) * c y)) = 1 := by
  ext x y
  have h := congrFun (congrFun
    (Matrix.mul_nonsing_inv v ((Matrix.isUnit_iff_isUnit_det v).mp hv)) x) y
  rw [Matrix.mul_apply] at h
  rw [Matrix.mul_apply]
  have hy := hc y
  -- the amplitude on the intermediate site cancels
  calc _ = ∑ z, c x / c y * (v x z * v⁻¹ z y) := by
        refine Finset.sum_congr rfl fun z _ => ?_
        have hz : star (c z) ≠ 0 := star_ne_zero.mpr (hc z)
        simp only [exchange, orbitalDensity, Matrix.of_apply, Matrix.vecMulVec_apply,
          Pi.star_apply]
        field_simp
    _ = c x / c y * (1 : Matrix n n ℂ) x y := by rw [← Finset.mul_sum, h]
    _ = (1 : Matrix n n ℂ) x y := by
        by_cases hxy : x = y
        · subst hxy
          rw [div_self hy, one_mul]
        · rw [Matrix.one_apply_ne hxy, mul_zero]
```

## (g) A node produces a null vector

**Task.** Suppose $c_y=0$ for some site $y$. Find a nonzero vector that $K$ sends to zero.

**Solution.** Let $e_y$ be the basis function of site $y$, with amplitude one there and zero elsewhere. Applying $K$ to it picks out column $y$:

$$(Ke_y)_x=K_{xy}=v_{xy}c_x\bar c_y=0\qquad\text{for every }x.$$

This holds for any kernel, and shows directly how invertibility fails in (c): exchange with this orbital does not act on a site that the orbital does not occupy.

In Lean, `Pi.single y 1` is $e_y$ and `*ᵥ` is the action of a matrix on a vector. Unfolding the definitions and inserting `hy` makes each component vanish.

```lean
/-- If the orbital vanishes on a site, the exchange matrix annihilates the basis function of
that site. -/
theorem exchange_mulVec_node (v : Matrix n n ℂ) (c : n → ℂ) (y : n) (hy : c y = 0) :
    exchange v (orbitalDensity c) *ᵥ Pi.single y 1 = 0 := by
  ext x
  simp [Matrix.mulVec, dotProduct, Pi.single_apply, exchange, orbitalDensity,
    Matrix.vecMulVec_apply, hy]
```

## (h) A purely on-site interaction

**Task.** Let $v_{xy}=U\delta_{xy}$. Compute $K$.

**Solution.** For $x\neq y$ the kernel vanishes, and so does $K_{xy}$. On the diagonal, $K_{xx}=Uc_x\bar c_x=U|c_x|^2$. Thus

$$K=\mathrm{diag}\bigl(U|c_x|^2\bigr).$$

For $U\neq0$ the criterion of (c) can be read off the diagonal: $K$ is invertible exactly when every site is populated.

The proof separates the same two cases. The diagonal case uses the pairing of an amplitude with its conjugate from (b), and the off-diagonal case reduces to multiplication by zero. The strength `U` may be complex in the statement; a physical interaction strength is real.

```lean
omit [Fintype n] in
/-- For a purely on-site interaction of strength `U`, the exchange matrix of one orbital is
diagonal, with entries `U` times the squared moduli of the site amplitudes. -/
theorem exchange_onsite (U : ℂ) (c : n → ℂ) :
    exchange (diagonal fun _ => U) (orbitalDensity c) =
      diagonal fun x => U * (‖c x‖ : ℂ) ^ 2 := by
  ext x y
  by_cases hxy : x = y
  · subst hxy
    simp only [exchange, orbitalDensity, Matrix.of_apply, Matrix.vecMulVec_apply,
      Matrix.diagonal_apply_eq]
    rw [Pi.star_apply, ← starRingEnd_apply, Complex.mul_conj,
      Complex.normSq_eq_norm_sq, Complex.ofReal_pow]
  · simp only [exchange, Matrix.of_apply]
    rw [Matrix.diagonal_apply_ne _ hxy, Matrix.diagonal_apply_ne _ hxy, zero_mul]

end

end SingleOrbitalExchange
```

```lean
#print axioms SingleOrbitalExchange.isUnit_exchange_iff
#print axioms SingleOrbitalExchange.density_rank_le_one_and_exchange_full_rank
#print axioms SingleOrbitalExchange.exchange_mulVec_node
#print axioms SingleOrbitalExchange.exchange_onsite
```

```
'SingleOrbitalExchange.isUnit_exchange_iff' depends on axioms: [propext, Classical.choice, Quot.sound]
'SingleOrbitalExchange.density_rank_le_one_and_exchange_full_rank' depends on axioms: [propext, Classical.choice, Quot.sound]
'SingleOrbitalExchange.exchange_mulVec_node' depends on axioms: [propext, Classical.choice, Quot.sound]
'SingleOrbitalExchange.exchange_onsite' depends on axioms: [propext, Classical.choice, Quot.sound]
```
